# A nonzero symmetric gyration tensor invariant under an improper operation has gyration of both signs

Label the x, y and z axes 0, 1 and 2, and let G be a real 3×3 matrix with G₀₁ = G₁₀ = a, where a ≠ 0, and zeros elsewhere. For a unit vector n, the number

nᵀGn = 2a n₀n₁

is the gyration along n. It measures the optical activity seen by light travelling in that direction; where there is no linear birefringence, the plane of polarisation turns by an angle proportional to it. Along (1, 1, 0)/√2 the gyration is a, along (1, −1, 0)/√2 it is −a, and along the z axis it is 0. These three directions are orthonormal, and their gyrations sum to zero. The mirror that reverses the x axis changes the sign of n₀ and so exchanges the first two directions, up to an overall sign of n.

## From an improper symmetry to two signs

The gyration tensor is axial: an orthogonal matrix g sends it to det(g) g G gᵀ. The operation is improper if det g = −1, as for a mirror, and a medium with such a symmetry is achiral. Let G be symmetric and nonzero, and suppose that it is invariant under one improper g:

−g G gᵀ = G.

Then some unit vector has positive gyration and another has negative gyration.

First take the trace of the invariance condition. The trace is cyclic and gᵀg = 1, so

tr G = −tr(g G gᵀ) = −tr(gᵀg G) = −tr G,

and tr G = 0.

Now suppose that no unit vector has positive gyration. For any v ≠ 0, put n = v/|v|; then vᵀGv = |v|² nᵀGn ≤ 0. For v = 0 the form is zero, so vᵀGv ≤ 0 for every v. Let eᵢ be the unit vector along axis i. Taking v = eᵢ gives Gᵢᵢ ≤ 0. The three diagonal entries sum to zero, so each is zero. For i ≠ j, taking v = eᵢ ± eⱼ then gives

±2Gᵢⱼ ≤ 0,

so Gᵢⱼ = 0. Hence G = 0, a contradiction, and a direction of positive gyration exists. The matrix −G is also symmetric, nonzero and traceless. A direction in which −G has positive gyration is one in which G has negative gyration.

## The single entry left by two mirrors

A diagonal operation with entries s₀, s₁, s₂, each equal to ±1, multiplies Gᵢⱼ by s₀s₁s₂ sᵢsⱼ. For the x mirror, diag(−1, 1, 1), this factor is −1 on G₀₀, G₁₁, G₂₂ and G₁₂, so invariance makes them vanish. For the y mirror, diag(1, −1, 1), the factor on G₀₂ is −1, so G₀₂ must vanish too. On G₀₁ both factors are +1. A symmetric G is therefore invariant under both mirrors exactly when it has the form of the opening example, with any real a, zero included.

Two comparisons show what the hypotheses do. Inversion, g = −1, sends G to −G and so allows only G = 0. Proper rotations all preserve the unit matrix, whose gyration is 1 in every direction.

## The objects in Lean

```lean
import Mathlib

open Matrix

namespace AchiralOpticalActivity

noncomputable section
```

Tensors and operations are both real matrices indexed by `Fin 3`, whose elements 0, 1, 2 are the three axes.

```lean
/-- The action of an orthogonal operation `g` on an axial tensor `G` of rank two:
`det(g) g G gᵀ`. -/
def axialTransform (g G : Matrix (Fin 3) (Fin 3) ℝ) : Matrix (Fin 3) (Fin 3) ℝ :=
  g.det • (g * G * gᵀ)
```

This definition postulates the axial transformation law; it is not derived from Maxwell's equations or from a microscopic response theory. The factor `g.det` is what distinguishes G from a polar tensor such as the dielectric tensor.

```lean
/-- The gyration `nᵀ G n` along the direction `n`. -/
def gyration (G : Matrix (Fin 3) (Fin 3) ℝ) (n : Fin 3 → ℝ) : ℝ :=
  n ⬝ᵥ (G *ᵥ n)
```

Here `*ᵥ` applies a matrix to a vector and `⬝ᵥ` is the dot product. The definition accepts any vector; where a theorem speaks of unit vectors, the condition is written `n ⬝ᵥ n = 1`. With real entries, G describes a non-absorbing medium at one frequency.

The gyration could also have been modelled as a function f of direction, with invariance stated as f(gn) = det(g) f(n). An improper g would then give f(gn) = −f(n) at once, and both signs would follow wherever f is not identically zero. That version would admit a more general dependence on direction, but it would make no use of the trace and would say nothing about tensor entries.

```lean
/-- The mirror operation that reverses the x axis. -/
def mirrorX : Matrix (Fin 3) (Fin 3) ℝ := Matrix.diagonal ![-1, 1, 1]

/-- The mirror operation that reverses the y axis. -/
def mirrorY : Matrix (Fin 3) (Fin 3) ℝ := Matrix.diagonal ![1, -1, 1]

/-- The symmetric gyration tensor whose xy and yx entries are `a`, all others being zero. -/
def xyGyration (a : ℝ) : Matrix (Fin 3) (Fin 3) ℝ := !![0, a, 0; a, 0, 0; 0, 0, 0]
```

The two mirrors are perpendicular to coordinate axes, and `xyGyration a` is the tensor of the opening example.

## The trace and the positive direction

```lean
/-- A gyration tensor invariant under an improper orthogonal operation is traceless. -/
theorem trace_eq_zero_of_improper {g G : Matrix (Fin 3) (Fin 3) ℝ}
    (hg : g * gᵀ = 1) (hdet : g.det = -1) (hinv : axialTransform g G = G) :
    G.trace = 0 := by
  have h := congrArg Matrix.trace hinv
  rw [axialTransform, hdet, Matrix.trace_smul, Matrix.trace_mul_cycle,
    mul_eq_one_comm.mp hg, one_mul, smul_eq_mul] at h
  linarith
```

Orthogonality enters as `g * gᵀ = 1`. The proof takes the trace of both sides of `hinv`, moves gᵀ to the front by cyclicity, and uses `mul_eq_one_comm` to obtain gᵀg = 1. What remains is −tr G = tr G, which `linarith` solves.

```lean
/-- A nonzero traceless symmetric gyration tensor has positive gyration along some
unit vector. -/
theorem exists_pos_of_traceless {G : Matrix (Fin 3) (Fin 3) ℝ}
    (hG : G.IsSymm) (hne : G ≠ 0) (htr : G.trace = 0) :
    ∃ n : Fin 3 → ℝ, n ⬝ᵥ n = 1 ∧ 0 < gyration G n := by
  by_contra hcon
  have h : ∀ n : Fin 3 → ℝ, n ⬝ᵥ n = 1 → gyration G n ≤ 0 :=
    fun n hn => not_lt.mp fun hp => hcon ⟨n, hn, hp⟩
  -- by scaling, the quadratic form is nonpositive on all vectors
  have hall : ∀ v : Fin 3 → ℝ, gyration G v ≤ 0 := by
    intro v
    by_contra hv'
    have hv := not_le.mp hv'
    have hs0 : v ⬝ᵥ v ≠ 0 := by
      intro h0
      rw [dotProduct_self_eq_zero.mp h0] at hv
      simp [gyration] at hv
    have hnn : 0 ≤ v ⬝ᵥ v := Finset.sum_nonneg fun i _ => mul_self_nonneg (v i)
    have hs : 0 < v ⬝ᵥ v := lt_of_le_of_ne hnn (Ne.symm hs0)
    have h1 := h ((Real.sqrt (v ⬝ᵥ v))⁻¹ • v) (by
      rw [smul_dotProduct, dotProduct_smul, smul_eq_mul, smul_eq_mul, ← mul_assoc,
        ← mul_inv, Real.mul_self_sqrt hnn, inv_mul_cancel₀ hs0])
    have h2 : gyration G ((Real.sqrt (v ⬝ᵥ v))⁻¹ • v)
        = ((Real.sqrt (v ⬝ᵥ v))⁻¹) ^ 2 * gyration G v := by
      simp only [gyration, Matrix.mulVec_smul, smul_dotProduct, dotProduct_smul, smul_eq_mul]
      ring
    have h3 := mul_pos (pow_pos (inv_pos.mpr (Real.sqrt_pos.mpr hs)) 2) hv
    linarith
  have s10 : G 1 0 = G 0 1 := hG.apply 0 1
  have s20 : G 2 0 = G 0 2 := hG.apply 0 2
  have s21 : G 2 1 = G 1 2 := hG.apply 1 2
  have key : ∀ x y z : ℝ, G 0 0 * x ^ 2 + G 1 1 * y ^ 2 + G 2 2 * z ^ 2
      + 2 * G 0 1 * (x * y) + 2 * G 0 2 * (x * z) + 2 * G 1 2 * (y * z) ≤ 0 := by
    intro x y z
    have e := hall ![x, y, z]
    simp [gyration, Matrix.mulVec, dotProduct, Fin.sum_univ_three, s10, s20, s21] at e
    linarith
  have t : G 0 0 + G 1 1 + G 2 2 = 0 := by
    simpa [Matrix.trace, Fin.sum_univ_three] using htr
  -- the diagonal vanishes, then the off-diagonal entries
  have k0 := key 1 0 0
  have k1 := key 0 1 0
  have k2 := key 0 0 1
  have d0 : G 0 0 = 0 := by linarith
  have d1 : G 1 1 = 0 := by linarith
  have d2 : G 2 2 = 0 := by linarith
  have o01 : G 0 1 = 0 := by linarith [key 1 1 0, key 1 (-1) 0]
  have o02 : G 0 2 = 0 := by linarith [key 1 0 1, key 1 0 (-1)]
  have o12 : G 1 2 = 0 := by linarith [key 0 1 1, key 0 1 (-1)]
  apply hne
  ext i j
  fin_cases i <;> fin_cases j <;> simp [d0, d1, d2, o01, o02, o12, s10, s20, s21]
```

The proof is by contradiction. The statement `hall` is the scaling step: a vector v with positive gyration would be nonzero, and dividing it by the square root of `v ⬝ᵥ v` would give a unit vector with positive gyration.

The statement `key` writes the quadratic form out in coordinates, with symmetry used to merge the off-diagonal terms. Its values at the three axis vectors, together with the zero trace `t`, give `d0`, `d1` and `d2`. Its values at sums and differences of axis vectors give `o01`, `o02` and `o12`. All nine entries are then zero, contrary to `hne`.

## Both signs

```lean
/-- A nonzero symmetric gyration tensor invariant under an improper orthogonal operation has
positive gyration along some unit vector and negative gyration along another. -/
theorem gyration_takes_both_signs {g G : Matrix (Fin 3) (Fin 3) ℝ}
    (hG : G.IsSymm) (hne : G ≠ 0) (hg : g * gᵀ = 1) (hdet : g.det = -1)
    (hinv : axialTransform g G = G) :
    (∃ n : Fin 3 → ℝ, n ⬝ᵥ n = 1 ∧ 0 < gyration G n) ∧
      ∃ n : Fin 3 → ℝ, n ⬝ᵥ n = 1 ∧ gyration G n < 0 := by
  have htr := trace_eq_zero_of_improper hg hdet hinv
  refine ⟨exists_pos_of_traceless hG hne htr, ?_⟩
  -- the negative direction of `G` is a positive direction of `-G`
  obtain ⟨n, hn, hpos⟩ := exists_pos_of_traceless (G := -G) hG.neg (neg_ne_zero.mpr hne)
    (by rw [Matrix.trace_neg, htr, neg_zero])
  refine ⟨n, hn, ?_⟩
  simp only [gyration, Matrix.neg_mulVec, dotProduct_neg] at hpos ⊢
  linarith
```

The hypotheses say, in order, that G is symmetric, that it is nonzero, that g is orthogonal, that g is improper and that G is invariant under g. The conclusion is a pair of existence statements, one for each sign. It gives neither the directions nor the size of the effect, and whether a given material has a nonzero G is left to its physics. The proof applies the preceding theorem to G and then to `-G`.

## Two mirrors and an explicit tensor

```lean
/-- Under a diagonal operation with entries `s`, the entry `G i j` of an axial tensor is
multiplied by `s i * s j` and by the product of all entries of `s`. -/
theorem axialTransform_diagonal (s : Fin 3 → ℝ) (G : Matrix (Fin 3) (Fin 3) ℝ)
    (i j : Fin 3) :
    axialTransform (Matrix.diagonal s) G i j = (∏ k, s k) * (s i * G i j * s j) := by
  rw [axialTransform, Matrix.det_diagonal, Matrix.diagonal_transpose, Matrix.smul_apply,
    Matrix.mul_diagonal, Matrix.diagonal_mul, smul_eq_mul]
```

This is the entrywise rule for diagonal operations, with the determinant written as the product of the entries of `s`.

```lean
/-- A symmetric gyration tensor is invariant under both the x and the y mirror exactly when
all its entries other than xy and yx vanish. -/
theorem two_mirrors_iff {G : Matrix (Fin 3) (Fin 3) ℝ} (hG : G.IsSymm) :
    (axialTransform mirrorX G = G ∧ axialTransform mirrorY G = G) ↔
      ∃ a : ℝ, G = xyGyration a := by
  constructor
  · rintro ⟨hx, hy⟩
    have ex := fun i j => (axialTransform_diagonal ![-1, 1, 1] G i j).symm.trans
      (congrFun (congrFun hx i) j)
    have ey := fun i j => (axialTransform_diagonal ![1, -1, 1] G i j).symm.trans
      (congrFun (congrFun hy i) j)
    -- each of these entries equals its own negative
    have e00 := ex 0 0
    have e11 := ex 1 1
    have e22 := ex 2 2
    have e12 := ex 1 2
    have e02 := ey 0 2
    simp [Fin.prod_univ_three] at e00 e11 e22 e12 e02
    have d0 : G 0 0 = 0 := by linarith
    have d1 : G 1 1 = 0 := by linarith
    have d2 : G 2 2 = 0 := by linarith
    have o12 : G 1 2 = 0 := by linarith
    have o02 : G 0 2 = 0 := by linarith
    have s10 : G 1 0 = G 0 1 := hG.apply 0 1
    have s20 : G 2 0 = G 0 2 := hG.apply 0 2
    have s21 : G 2 1 = G 1 2 := hG.apply 1 2
    refine ⟨G 0 1, ?_⟩
    ext i j
    fin_cases i <;> fin_cases j <;>
      simp [xyGyration, d0, d1, d2, o12, o02, s10, s20, s21]
  · rintro ⟨a, rfl⟩
    constructor
    · ext i j
      rw [mirrorX, axialTransform_diagonal]
      fin_cases i <;> fin_cases j <;> simp [xyGyration, Fin.prod_univ_three]
    · ext i j
      rw [mirrorY, axialTransform_diagonal]
      fin_cases i <;> fin_cases j <;> simp [xyGyration, Fin.prod_univ_three]
```

In the forward direction, `ex` and `ey` turn the two invariance conditions into equations between entries. Five of these say that an entry equals its own negative, and symmetry supplies the entries below the diagonal. The constant a is then `G 0 1`. The converse checks each entry of `xyGyration a` under each mirror.

```lean
/-- With xy and yx entries `a` and all others zero, the gyration along `n` is `2 a nₓ n_y`. -/
theorem gyration_xy (a : ℝ) (n : Fin 3 → ℝ) :
    gyration (xyGyration a) n = 2 * a * n 0 * n 1 := by
  simp [gyration, xyGyration, Matrix.mulVec, dotProduct, Fin.sum_univ_three]
  ring
```

Expanding the sums gives the formula 2a n₀n₁.

```lean
/-- The tensor with unit xy and yx entries and all others zero is symmetric, nonzero and invariant
under the x mirror, which is orthogonal with determinant -1. -/
theorem gyration_takes_both_signs_witness :
    (xyGyration 1).IsSymm ∧ xyGyration 1 ≠ 0 ∧ mirrorX * mirrorXᵀ = 1 ∧
      mirrorX.det = -1 ∧ axialTransform mirrorX (xyGyration 1) = xyGyration 1 := by
  have hs : (xyGyration 1).IsSymm := by
    ext i j
    fin_cases i <;> fin_cases j <;> simp [xyGyration]
  refine ⟨hs, ?_, ?_, ?_, ((two_mirrors_iff hs).mpr ⟨1, rfl⟩).1⟩
  · intro h
    have e : (1 : ℝ) = 0 := congrFun (congrFun h 0) 1
    exact one_ne_zero e
  · rw [mirrorX, Matrix.diagonal_transpose, Matrix.diagonal_mul_diagonal]
    ext i j
    fin_cases i <;> fin_cases j <;> simp
  · simp [mirrorX, Matrix.det_diagonal, Fin.prod_univ_three]
```

The tensor with a = 1 and the x mirror satisfy every hypothesis of `gyration_takes_both_signs`. Its invariance comes from `two_mirrors_iff`; the other properties are computed directly.

## Inversion and proper rotations

```lean
/-- A gyration tensor is invariant under spatial inversion exactly when it vanishes. -/
theorem inversion_iff (G : Matrix (Fin 3) (Fin 3) ℝ) :
    axialTransform (-1) G = G ↔ G = 0 := by
  have hd : (-1 : Matrix (Fin 3) (Fin 3) ℝ).det = -1 := by
    simp [Matrix.det_fin_three]
  have hneg : axialTransform (-1) G = -G := by
    rw [axialTransform, hd]
    simp
  rw [hneg]
  constructor
  · intro h
    ext i j
    have e : -G i j = G i j := congrFun (congrFun h i) j
    change G i j = 0
    linarith
  · rintro rfl
    exact neg_zero
```

The matrix `-1` has determinant −1 in three dimensions, and its two factors around G cancel. Invariance thus reads −G = G, entry by entry. No symmetry of G is needed.

```lean
/-- The unit tensor is invariant under every proper rotation, and its gyration is 1 along
every unit vector. -/
theorem proper_rotations_allow_one_sign :
    (∀ g : Matrix (Fin 3) (Fin 3) ℝ, g * gᵀ = 1 → g.det = 1 → axialTransform g 1 = 1) ∧
      ∀ n : Fin 3 → ℝ, n ⬝ᵥ n = 1 → gyration 1 n = 1 := by
  constructor
  · intro g hg hdet
    rw [axialTransform, hdet, mul_one, hg, one_smul]
  · intro n hn
    rw [gyration, Matrix.one_mulVec, hn]

end

end AchiralOpticalActivity
```

For G = 1 the transformed tensor is g gᵀ = 1, and the gyration reduces to `n ⬝ᵥ n`. Without the condition det g = −1, a single sign is therefore possible.

```lean
#print axioms AchiralOpticalActivity.gyration_takes_both_signs
#print axioms AchiralOpticalActivity.gyration_xy
#print axioms AchiralOpticalActivity.inversion_iff
#print axioms AchiralOpticalActivity.proper_rotations_allow_one_sign
```

```
'AchiralOpticalActivity.gyration_takes_both_signs' depends on axioms: [propext, Classical.choice, Quot.sound]
'AchiralOpticalActivity.gyration_xy' depends on axioms: [propext, Classical.choice, Quot.sound]
'AchiralOpticalActivity.inversion_iff' depends on axioms: [propext, Classical.choice, Quot.sound]
'AchiralOpticalActivity.proper_rotations_allow_one_sign' depends on axioms: [propext, Classical.choice, Quot.sound]
```

## Symmetrising a computed gyration tensor

For a real symmetric gyration tensor computed by linear response at a single frequency, the result gives a consistency check: if the structure has an improper symmetry, the eigenvalues must sum to zero within numerical error, and unless all vanish, the largest is positive and the smallest negative.

A program can also remove the part of the numerical noise that breaks the symmetry, by averaging over the point group H, which has |H| elements:

G_sym = (1/|H|) Σ det(h) h G hᵀ, summed over h in H.

The two mirrors generate a group of four elements: the identity, the mirrors themselves and the half-turn about z. For this group the average keeps G₀₁ and G₁₀ and removes the rest. If the code leaves out det(h), it treats G as a polar tensor: the diagonal entries survive, and G₀₁ and G₁₀, the optical activity allowed by symmetry, are deleted.
